# The non-Coulomb G = 0 term of a Gaussian dual-space local pseudopotential

Suppose a plane-wave code sets the $\mathbf G=0$ component of the local pseudopotential to zero, together with the divergent Coulomb terms that cancel in a neutral cell. The divergence is gone, but so is a finite remainder. With $N$ electrons in a cell of volume $\Omega$, the total energy is then off by $N/\Omega$ times the sum of one constant per ion. As long as the cell, $N$ and the number of ions of each kind are all fixed, this is a harmless shift, but when the volume changes it generally spoils the pressure and the equilibrium volume.

The constant is the volume integral of what is left of the ion's local potential after its Coulomb tail has been removed. For the Gaussian dual-space form it has a closed expression.

## The integral and its value

In Hartree atomic units, let an ion have charge $Z$ and range $s>0$, and let $c_0,\dots,c_{n-1}$ be real coefficients. With $\operatorname{erf}(x)=\frac{2}{\sqrt\pi}\int_0^x e^{-t^2}dt$ and $\operatorname{erfc}(x)=\frac{2}{\sqrt\pi}\int_x^\infty e^{-t^2}dt$, the local potential is

$$V(r)=-\frac{Z}{r}\operatorname{erf}\!\Big(\frac{r}{\sqrt2 s}\Big)+e^{-r^2/2s^2}\sum_{k=0}^{n-1}c_k\Big(\frac rs\Big)^{2k}.$$

Since $\operatorname{erf}+\operatorname{erfc}=1$, adding $Z/r$ leaves the short-range function

$$V_{\rm sr}(r)=\frac{Z}{r}\operatorname{erfc}\!\Big(\frac{r}{\sqrt2 s}\Big)+e^{-r^2/2s^2}\sum_{k=0}^{n-1}c_k\Big(\frac rs\Big)^{2k}.$$

The claim is

$$4\pi\int_0^\infty r^2V_{\rm sr}(r)\,dr=2\pi Zs^2+(2\pi)^{3/2}s^3\sum_{k=0}^{n-1}(2k+1)!!\,c_k.$$

For the usual four coefficients, $C_1=c_0,\dots,C_4=c_3$, the sum is $C_1+3C_2+15C_3+105C_4$.

## Derivation by moments

**The erfc term.** Let

$$F(x)=\frac{x^2}{2}\operatorname{erfc}(x)-\frac{x e^{-x^2}}{2\sqrt\pi}-\frac14\operatorname{erfc}(x).$$

Because $\operatorname{erfc}'(x)=-\frac{2}{\sqrt\pi}e^{-x^2}$,

$$F'(x)=x\operatorname{erfc}(x)-\frac{x^2e^{-x^2}}{\sqrt\pi}-\frac{e^{-x^2}}{2\sqrt\pi}+\frac{x^2e^{-x^2}}{\sqrt\pi}+\frac{e^{-x^2}}{2\sqrt\pi}=x\operatorname{erfc}(x).$$

At infinity $F$ vanishes. For its first term, $t\ge x\ge0$ in the tail gives

$$0\le x^2\operatorname{erfc}(x)\le\frac{2}{\sqrt\pi}\int_x^\infty t^2e^{-t^2}dt\to0,$$

and the other two terms clearly tend to zero. As $F(0)=-\frac14$, we get $\int_0^\infty x\operatorname{erfc}(x)\,dx=\frac14$. Substituting $r=\sqrt2\,s\,x$,

$$4\pi Z\int_0^\infty r\operatorname{erfc}\!\Big(\frac{r}{\sqrt2s}\Big)dr=4\pi Z\cdot2s^2\cdot\frac14=2\pi Zs^2.$$

**The Gaussian terms.** With $r=sx$, term $k$ becomes $4\pi c_ks^3M_k$, where $M_k=\int_0^\infty x^{2k+2}e^{-x^2/2}dx$. Setting $u=x^2/2$,

$$M_k=2^{k+1/2}\,\Gamma(k+\tfrac32)=2^{k+1/2}\,\frac{(2k+1)!!\sqrt\pi}{2^{k+1}}=\frac{\sqrt{2\pi}}{2}(2k+1)!!.$$

Since $4\pi\cdot\sqrt{2\pi}/2=(2\pi)^{3/2}$, summing over $k$ gives the claim.

## Potentials and error functions in Lean

```lean
import Mathlib

open MeasureTheory Set Filter Topology
open scoped Real

namespace GaussianDualSpace

noncomputable section
```

Both error functions are defined by their integrals, with the normalisation used above.

```lean
/-- The error function. -/
def erf (x : ℝ) : ℝ := 2 / √π * ∫ t in (0 : ℝ)..x, Real.exp (-t ^ 2)

/-- The complementary error function. -/
def erfc (x : ℝ) : ℝ := 2 / √π * ∫ t in Ioi x, Real.exp (-t ^ 2)
```

The potential and its short-range part are separate definitions. The coefficients form a function `C : Fin n → ℝ`, so `C k` is $c_k$ and counting starts at zero; $n=0$ is allowed and leaves only the erf term in the potential and only the erfc term in its short-range part.

```lean
/-- The local pseudopotential of an ion of charge `Z` and range `s`, with `n` Gaussian terms. -/
def localPotential (Z s : ℝ) {n : ℕ} (C : Fin n → ℝ) (r : ℝ) : ℝ :=
  -Z * erf (r / (√2 * s)) / r
    + Real.exp (-r ^ 2 / (2 * s ^ 2)) * ∑ k, C k * (r / s) ^ (2 * (k : ℕ))

/-- The short-range, non-Coulomb part of the local pseudopotential. -/
def shortRange (Z s : ℝ) {n : ℕ} (C : Fin n → ℝ) (r : ℝ) : ℝ :=
  Z * erfc (r / (√2 * s)) / r
    + Real.exp (-r ^ 2 / (2 * s ^ 2)) * ∑ k, C k * (r / s) ^ (2 * (k : ℕ))
```

## Splitting off the Coulomb tail

Three auxiliary facts come first: powers times Gaussians are integrable, the plain Gaussian is a special case, and the tail $\int_x^\infty f$ of an integrable function tends to zero.

```lean
/-- A power times a Gaussian is integrable on the line. -/
private lemma integrable_pow_gauss (m : ℕ) {b : ℝ} (hb : 0 < b) :
    Integrable fun x : ℝ => x ^ m * Real.exp (-b * x ^ 2) := by
  have h := integrable_rpow_mul_exp_neg_mul_sq hb (s := (m : ℝ))
    (by have := m.cast_nonneg (α := ℝ); linarith)
  simpa only [Real.rpow_natCast] using h

/-- The unit Gaussian is integrable on the line. -/
private lemma integrable_gauss : Integrable fun t : ℝ => Real.exp (-t ^ 2) := by
  simpa using integrable_pow_gauss 0 one_pos

/-- For an integrable function, the integral from `x` to infinity tends to zero as `x` grows. -/
private lemma tail_tendsto_zero {f : ℝ → ℝ} (hf : Integrable f) :
    Tendsto (fun x => ∫ t in Ioi x, f t) atTop (𝓝 0) := by
  have h := (intervalIntegral_tendsto_integral_Ioi (0 : ℝ) hf.integrableOn
    tendsto_id).const_sub (∫ t in Ioi (0 : ℝ), f t)
  rw [sub_self] at h
  refine h.congr fun x => ?_
  have h3 : (∫ t in (0 : ℝ)..x, f t) + ∫ t in Ioi x, f t = ∫ t in Ioi (0 : ℝ), f t :=
    intervalIntegral.integral_interval_add_Ioi hf.integrableOn hf.integrableOn
  simp only [id]
  linarith
```

Joining the intervals $(0,x)$ and $(x,\infty)$ gives the half-line Gaussian integral $\sqrt\pi/2$, hence $\operatorname{erf}+\operatorname{erfc}=1$.

```lean
/-- The error function and its complement add up to one. -/
theorem erf_add_erfc (x : ℝ) : erf x + erfc x = 1 := by
  have h3 : (∫ t in (0 : ℝ)..x, Real.exp (-t ^ 2)) + ∫ t in Ioi x, Real.exp (-t ^ 2)
      = ∫ t in Ioi (0 : ℝ), Real.exp (-t ^ 2) :=
    intervalIntegral.integral_interval_add_Ioi integrable_gauss.integrableOn
      integrable_gauss.integrableOn
  have g : ∫ t in Ioi (0 : ℝ), Real.exp (-t ^ 2) = √π / 2 := by
    simpa using integral_gaussian_Ioi 1
  have hp : √π ≠ 0 := (Real.sqrt_pos.2 Real.pi_pos).ne'
  unfold erf erfc
  rw [← mul_add, h3, g]
  field_simp
```

This identity turns $V$ into $-Z/r+V_{\rm sr}$. The theorem states it multiplied by $r$, for $r\neq0$.

```lean
/-- Away from the nucleus the local potential is the Coulomb attraction `-Z/r` plus the
short-range part (both sides are multiplied by `r`). -/
theorem coulomb_split (Z s : ℝ) {n : ℕ} (C : Fin n → ℝ) {r : ℝ} (hr : r ≠ 0) :
    r * localPotential Z s C r = -Z + r * shortRange Z s C r := by
  have h := erf_add_erfc (r / (√2 * s))
  have h1 : r * r⁻¹ = 1 := mul_inv_cancel₀ hr
  unfold localPotential shortRange
  generalize erf (r / (√2 * s)) = a at *
  generalize erfc (r / (√2 * s)) = b at *
  simp only [div_eq_mul_inv _ r]
  linear_combination (-Z * (a + b)) * h1 - Z * h
```

## The two moments

Writing erfc as $1-\operatorname{erf}$ reduces its derivative to the fundamental theorem of calculus.

```lean
/-- The slope of the complementary error function is minus a Gaussian. -/
theorem hasDerivAt_erfc (x : ℝ) :
    HasDerivAt erfc (-(2 / √π) * Real.exp (-x ^ 2)) x := by
  have hc : Continuous fun t : ℝ => Real.exp (-t ^ 2) := by fun_prop
  have h := (hc.integral_hasStrictDerivAt 0 x).hasDerivAt
  have e : erfc = fun u => 1 - 2 / √π * ∫ t in (0 : ℝ)..u, Real.exp (-t ^ 2) := by
    funext u
    have := erf_add_erfc u
    unfold erf at this
    linarith
  rw [e]
  exact ((h.const_mul (2 / √π)).const_sub 1).congr_deriv (by ring)
```

In the next proof, `hF` is the statement $F'=x\operatorname{erfc}(x)$, and `l1`, `l2`, `l3` are the limits of the three terms of $F$. The inequality `hm` is the tail bound above; `l2` compares $xe^{-x^2}$ with $xe^{-x}$ for $x\ge1$. Since the integrand is nonnegative, the existence of the limit of $F$ yields convergence as well as the value.

```lean
/-- The first moment of the complementary error function on the half-line converges to `1/4`. -/
theorem erfc_first_moment : IntegrableOn (fun x => x * erfc x) (Ioi 0) ∧
    ∫ x in Ioi (0 : ℝ), x * erfc x = 1 / 4 := by
  have hn : ∀ x, 0 ≤ erfc x := fun x => mul_nonneg (by positivity)
    (setIntegral_nonneg measurableSet_Ioi fun t _ => (Real.exp_pos _).le)
  -- an explicit antiderivative
  have hF : ∀ x ∈ Ici (0 : ℝ), HasDerivAt (fun y => y ^ 2 * erfc y / 2
      - y * Real.exp (-y ^ 2) / (2 * √π) - erfc y / 4) (x * erfc x) x := by
    intro x _
    have hE := hasDerivAt_erfc x
    have hP : HasDerivAt (fun y : ℝ => y ^ 2) (2 * x) x := by
      simpa using hasDerivAt_pow 2 x
    have hG := hP.fun_neg.exp
    exact ((((hP.fun_mul hE).div_const 2).fun_sub
      (((hasDerivAt_id' x).fun_mul hG).div_const (2 * √π))).fun_sub
      (hE.div_const 4)).congr_deriv (by ring)
  -- each of its three terms vanishes at infinity
  have l1 : Tendsto (fun x => x ^ 2 * erfc x) atTop (𝓝 0) := by
    have hT := (tail_tendsto_zero (integrable_pow_gauss 2 one_pos)).const_mul (2 / √π)
    rw [mul_zero] at hT
    refine squeeze_zero' (Eventually.of_forall fun x => mul_nonneg (sq_nonneg x) (hn x)) ?_ hT
    filter_upwards [eventually_ge_atTop 0] with x hx
    have hm : ∫ t in Ioi x, x ^ 2 * Real.exp (-t ^ 2)
        ≤ ∫ t in Ioi x, t ^ 2 * Real.exp (-1 * t ^ 2) := by
      refine setIntegral_mono_on (integrable_gauss.const_mul _).integrableOn
        (integrable_pow_gauss 2 one_pos).integrableOn measurableSet_Ioi fun t ht => ?_
      have hxt : x ≤ t := le_of_lt ht
      rw [neg_one_mul]
      exact mul_le_mul_of_nonneg_right (pow_le_pow_left₀ hx hxt 2) (Real.exp_pos _).le
    rw [integral_const_mul] at hm
    calc x ^ 2 * erfc x = 2 / √π * (x ^ 2 * ∫ t in Ioi x, Real.exp (-t ^ 2)) := by
          unfold erfc; ring
      _ ≤ _ := mul_le_mul_of_nonneg_left hm (by positivity)
  have l2 : Tendsto (fun x : ℝ => x * Real.exp (-x ^ 2)) atTop (𝓝 0) := by
    refine squeeze_zero' ?_ ?_ (Real.tendsto_pow_mul_exp_neg_atTop_nhds_zero 1)
    · filter_upwards [eventually_ge_atTop 0] with x hx
      positivity
    · filter_upwards [eventually_ge_atTop 1] with x hx
      rw [pow_one]
      exact mul_le_mul_of_nonneg_left (Real.exp_le_exp.2 (by nlinarith)) (by linarith)
  have l3 : Tendsto erfc atTop (𝓝 0) := by
    have h := (tail_tendsto_zero integrable_gauss).const_mul (2 / √π)
    rw [mul_zero] at h
    exact h
  have hL := ((l1.div_const 2).sub (l2.div_const (2 * √π))).sub (l3.div_const 4)
  have hpos : ∀ x ∈ Ioi (0 : ℝ), 0 ≤ x * erfc x := fun x hx => mul_nonneg (le_of_lt hx) (hn x)
  have h0 : erfc 0 = 1 := by
    have := erf_add_erfc 0
    simpa [erf] using this
  refine ⟨integrableOn_Ioi_deriv_of_nonneg' hF hpos hL, ?_⟩
  rw [integral_Ioi_of_hasDerivAt_of_nonneg' hF hpos hL, h0]
  norm_num
```

The Gaussian moment $M_k$ comes from Mathlib's Gamma-function integral, and `Real.Gamma_nat_add_half` supplies the double factorial.

```lean
/-- The even radial moments of a Gaussian of unit width are given by double factorials. -/
theorem gaussian_moment (k : ℕ) :
    ∫ x in Ioi (0 : ℝ), x ^ (2 * k + 2) * Real.exp (-(1 / 2) * x ^ 2)
      = √(2 * π) / 2 * (2 * k + 1).doubleFactorial := by
  have h := integral_rpow_mul_exp_neg_mul_rpow (p := 2) (q := ((2 * k + 2 : ℕ) : ℝ))
    (b := 1 / 2) (by norm_num) (by have := (2 * k + 2).cast_nonneg (α := ℝ); linarith)
    (by norm_num)
  simp only [Real.rpow_natCast, Real.rpow_two] at h
  have e1 : (((2 * k + 2 : ℕ) : ℝ) + 1) / 2 = ((k + 1 : ℕ) : ℝ) + 1 / 2 := by
    push_cast; ring
  have e2 : -(((2 * k + 2 : ℕ) : ℝ) + 1) / 2 = -(((k + 1 : ℕ) : ℝ) + 1 / 2) := by
    push_cast; ring
  have e3 : ∀ y : ℝ, (1 / 2 : ℝ) ^ (-y) = 2 ^ y := fun y => by
    rw [one_div, Real.inv_rpow zero_le_two, Real.rpow_neg zero_le_two, inv_inv]
  rw [h, e2, e1, e3, Real.Gamma_nat_add_half, Real.rpow_add two_pos, Real.rpow_natCast,
    ← Real.sqrt_eq_rpow, Real.sqrt_mul zero_le_two, show 2 * (k + 1) - 1 = 2 * k + 1 by omega]
  field_simp
```

## The radial theorem

The substitutions $r=\sqrt2sx$ and $r=sx$ are both instances of one scaling lemma.

```lean
/-- If `f` is integrable on the half-line with integral `v`, then for `a > 0` the stretched function
`f (r / a)` is integrable there too, with integral `a * v`. -/
private lemma stretch {f : ℝ → ℝ} {a v : ℝ} (ha : 0 < a) (hi : IntegrableOn f (Ioi 0))
    (hv : ∫ x in Ioi (0 : ℝ), f x = v) :
    IntegrableOn (fun r => f (r / a)) (Ioi 0) ∧ ∫ r in Ioi (0 : ℝ), f (r / a) = a * v := by
  simp only [div_eq_inv_mul]
  constructor
  · rw [integrableOn_Ioi_comp_mul_left_iff f 0 (inv_pos.2 ha), mul_zero]
    exact hi
  · rw [integral_comp_mul_left_Ioi f 0 (inv_pos.2 ha), mul_zero, inv_inv, smul_eq_mul, hv]
```

The main theorem has two parts: $r^2V_{\rm sr}$ is integrable on $(0,\infty)$, and $4\pi$ times its integral is the closed form. Here `hA` and `hB` are the rescaled moments, and `key` rewrites the integrand as a combination of them. The integral is then taken term by term, and `hp` writes $(2\pi)^{3/2}$ as $2\pi\sqrt{2\pi}$.

```lean
/-- The radial integral of the non-Coulomb part converges, and has a closed form for any
number of Gaussian terms. -/
theorem radial_nonCoulomb (Z : ℝ) {s : ℝ} (hs : 0 < s) {n : ℕ} (C : Fin n → ℝ) :
    IntegrableOn (fun r => r ^ 2 * shortRange Z s C r) (Ioi 0) ∧
    4 * π * ∫ r in Ioi (0 : ℝ), r ^ 2 * shortRange Z s C r
      = 2 * π * Z * s ^ 2 + (2 * π) ^ (3 / 2 : ℝ) * s ^ 3
        * ∑ k, C k * ((2 * (k : ℕ) + 1).doubleFactorial : ℝ) := by
  have h2 : √2 ^ 2 = (2 : ℝ) := Real.sq_sqrt zero_le_two
  have h2' : √2 ≠ (0 : ℝ) := by positivity
  have hs' := hs.ne'
  have hA : IntegrableOn (fun r => r / (√2 * s) * erfc (r / (√2 * s))) (Ioi 0) ∧
      ∫ r in Ioi (0 : ℝ), r / (√2 * s) * erfc (r / (√2 * s)) = √2 * s * (1 / 4) :=
    stretch (f := fun x => x * erfc x) (by positivity) erfc_first_moment.1 erfc_first_moment.2
  have hB : ∀ k : ℕ, IntegrableOn
      (fun r => (r / s) ^ (2 * k + 2) * Real.exp (-(1 / 2) * (r / s) ^ 2)) (Ioi 0) ∧
      ∫ r in Ioi (0 : ℝ), (r / s) ^ (2 * k + 2) * Real.exp (-(1 / 2) * (r / s) ^ 2)
        = s * (√(2 * π) / 2 * (2 * k + 1).doubleFactorial) := fun k =>
    stretch (f := fun x => x ^ (2 * k + 2) * Real.exp (-(1 / 2) * x ^ 2)) hs
      (integrable_pow_gauss _ (by norm_num)).integrableOn (gaussian_moment k)
  -- rewrite the integrand in the scaled lengths
  have key : EqOn (fun r => r ^ 2 * shortRange Z s C r)
      (fun r => Z * (√2 * s) * (r / (√2 * s) * erfc (r / (√2 * s))) + ∑ k : Fin n,
        C k * s ^ 2 * ((r / s) ^ (2 * (k : ℕ) + 2) * Real.exp (-(1 / 2) * (r / s) ^ 2)))
      (Ioi 0) := by
    intro r hr
    have hr0 : r ≠ 0 := ne_of_gt hr
    have h1 : -r ^ 2 / (2 * s ^ 2) = -(1 / 2) * (r / s) ^ 2 := by
      rw [div_pow]; ring
    simp only [shortRange]
    rw [h1, mul_add]
    congr 1
    · generalize erfc (r / (√2 * s)) = E
      field_simp
    · have hq : s ^ 2 * (r / s) ^ 2 = r ^ 2 := by field_simp
      rw [Finset.mul_sum, Finset.mul_sum]
      refine Finset.sum_congr rfl fun k _ => ?_
      generalize r / s = y at hq ⊢
      generalize Real.exp (-(1 / 2) * y ^ 2) = E
      rw [pow_add]
      linear_combination (-(E * C k * y ^ (2 * (k : ℕ)))) * hq
  have i1 := Integrable.const_mul hA.1 (Z * (√2 * s))
  have iB := fun k : Fin n => Integrable.const_mul (hB k).1 (C k * s ^ 2)
  have iS := MeasureTheory.integrable_finsetSum Finset.univ fun k _ => iB k
  refine ⟨IntegrableOn.congr_fun (i1.add iS) key.symm measurableSet_Ioi, ?_⟩
  have hI : ∫ r in Ioi (0 : ℝ), r ^ 2 * shortRange Z s C r
      = Z * (√2 * s) * (√2 * s * (1 / 4)) + ∑ k : Fin n, C k * s ^ 2
        * (s * (√(2 * π) / 2 * (2 * (k : ℕ) + 1).doubleFactorial)) := by
    refine ((setIntegral_congr_fun measurableSet_Ioi key).trans (integral_add i1 iS)).trans ?_
    rw [integral_const_mul, hA.2, MeasureTheory.integral_finsetSum _ fun k _ => iB k]
    congr 1
    refine Finset.sum_congr rfl fun k _ => ?_
    rw [integral_const_mul, (hB k).2]
  have hp : (2 * π) ^ (3 / 2 : ℝ) = 2 * π * √(2 * π) := by
    rw [show (3 / 2 : ℝ) = 1 + 1 / 2 by norm_num, Real.rpow_add (by positivity),
      Real.rpow_one, ← Real.sqrt_eq_rpow]
  rw [hI, hp, mul_add, Finset.mul_sum, Finset.mul_sum]
  congr 1
  · linear_combination (π * Z * s ^ 2) * h2
  · exact Finset.sum_congr rfl fun k _ => by ring
```

For four coefficients, the sum and the double factorials are evaluated explicitly. The arguments `C₁` to `C₄` carry the customary numbering from one.

```lean
/-- The closed form of `4π` times the radial integral of the short-range potential, written out for
four Gaussian coefficients. -/
theorem four_term_nonCoulomb (Z C₁ C₂ C₃ C₄ : ℝ) {s : ℝ} (hs : 0 < s) :
    4 * π * ∫ r in Ioi (0 : ℝ), r ^ 2 * (Z * erfc (r / (√2 * s)) / r
      + Real.exp (-r ^ 2 / (2 * s ^ 2))
        * (C₁ + C₂ * (r / s) ^ 2 + C₃ * (r / s) ^ 4 + C₄ * (r / s) ^ 6))
      = 2 * π * Z * s ^ 2
        + (2 * π) ^ (3 / 2 : ℝ) * s ^ 3 * (C₁ + 3 * C₂ + 15 * C₃ + 105 * C₄) := by
  have h := (radial_nonCoulomb Z hs ![C₁, C₂, C₃, C₄]).2
  have d : ∑ k : Fin 4, ![C₁, C₂, C₃, C₄] k * ((2 * (k : ℕ) + 1).doubleFactorial : ℝ)
      = C₁ + 3 * C₂ + 15 * C₃ + 105 * C₄ := by
    simp [Fin.sum_univ_four]
    ring
  have e : ∀ r, shortRange Z s ![C₁, C₂, C₃, C₄] r = Z * erfc (r / (√2 * s)) / r
      + Real.exp (-r ^ 2 / (2 * s ^ 2))
        * (C₁ + C₂ * (r / s) ^ 2 + C₃ * (r / s) ^ 4 + C₄ * (r / s) ^ 6) := by
    intro r
    simp [shortRange, Fin.sum_univ_four]
  rw [d] at h
  simpa only [e] using h
```

## The integral over space

The last theorem integrates $V(\|x\|)+Z/\|x\|$ over three-dimensional Euclidean space. Integration in spherical shells contributes the dimension times the volume of the unit ball, $3\cdot\frac43\pi=4\pi$, which reduces the statement to the radial one. Lean's value for division by zero affects only the origin, a single point of measure zero.

```lean
/-- In three-dimensional space, the local potential with its Coulomb tail `-Z/r` removed is
integrable, and its volume integral has the same closed form. -/
theorem volume_nonCoulomb (Z : ℝ) {s : ℝ} (hs : 0 < s) {n : ℕ} (C : Fin n → ℝ) :
    Integrable (fun x : EuclideanSpace ℝ (Fin 3) => localPotential Z s C ‖x‖ + Z / ‖x‖) ∧
    ∫ x : EuclideanSpace ℝ (Fin 3), (localPotential Z s C ‖x‖ + Z / ‖x‖)
      = 2 * π * Z * s ^ 2 + (2 * π) ^ (3 / 2 : ℝ) * s ^ 3
        * ∑ k, C k * ((2 * (k : ℕ) + 1).doubleFactorial : ℝ) := by
  have h := radial_nonCoulomb Z hs C
  have hd : Module.finrank ℝ (EuclideanSpace ℝ (Fin 3)) = 3 := by simp
  have : Nontrivial (EuclideanSpace ℝ (Fin 3)) :=
    Module.nontrivial_of_finrank_pos (R := ℝ) (by rw [hd]; norm_num)
  have hv : (volume : Measure (EuclideanSpace ℝ (Fin 3))).real (Metric.ball 0 1)
      = 4 / 3 * π := by
    rw [Measure.real, EuclideanSpace.volume_ball_fin_three, ENNReal.ofReal_one, one_pow,
      one_mul, ENNReal.toReal_ofReal (by positivity)]
    ring
  have e : ∀ r : ℝ, localPotential Z s C r + Z / r = shortRange Z s C r := by
    intro r
    unfold localPotential shortRange
    linear_combination (-(Z / r)) * erf_add_erfc (r / (√2 * s))
  simp only [e]
  -- integrate over spherical shells
  constructor
  · refine (integrable_fun_norm_addHaar (μ := volume) (f := shortRange Z s C)).2 ?_
    rw [hd]
    exact h.1
  · rw [integral_fun_norm_addHaar (μ := volume) (f := shortRange Z s C), hd, hv, ← h.2,
      nsmul_eq_mul, smul_eq_mul]
    change ((3 : ℕ) : ℝ) * (4 / 3 * π * ∫ y in Ioi (0 : ℝ), y ^ 2 * shortRange Z s C y) = _
    push_cast
    ring

end

end GaussianDualSpace
```

In a plane-wave calculation this number, divided by $\Omega$, is the ion's finite contribution to the average local potential, for a single ion with this analytic form. The theorems concern that one ion: the periodic sum, the cancellation of the divergent terms in a neutral cell and the nonlocal projectors do not enter. The sign of $Z$ is unrestricted, and $s>0$ expresses that the ionic charge is smeared over a finite width.

```lean
#print axioms GaussianDualSpace.coulomb_split
-- 'GaussianDualSpace.coulomb_split' depends on axioms: [propext, Classical.choice, Quot.sound]
#print axioms GaussianDualSpace.four_term_nonCoulomb
-- 'GaussianDualSpace.four_term_nonCoulomb' depends on axioms: [propext, Classical.choice, Quot.sound]
#print axioms GaussianDualSpace.volume_nonCoulomb
-- 'GaussianDualSpace.volume_nonCoulomb' depends on axioms: [propext, Classical.choice, Quot.sound]
```
